# The polarizability of hydrogen 1s from one function z exp(−sr): closed formula and upper bound 9/2

A small-basis calculation of hydrogen's polarizability adds a p function to the 1s orbital, and the exponent of that function has to be chosen. For the single function $\varphi=z\,e^{-sr}$ with $s>0$, in atomic units, the result is

$$\alpha(s)=\frac{4096\,s^5}{(1+s)^{10}(s^2-s+1)} .$$

It stays below $9/2$, the known exact static value for nonrelativistic hydrogen. At $s=1/2$, the exponent of hydrogen's own 2p orbital, it is below $3$; at $s=4/5$ it exceeds $4$. For this one-electron, one-function model, the exponent of the free atom's 2p orbital is thus a poor choice for the response to a field.

```lean
import Mathlib

open Real MeasureTheory Set

namespace HydrogenPolarizationExponent

noncomputable section
```

## Orbitals and matrix elements in r and cos θ

With the field along $z$, every function needed depends only on $r$ and $u=\cos\theta$. Orbitals are therefore real functions `ℝ → ℝ → ℝ`, and the azimuth contributes a factor $2\pi$:

$$\int g\,d^3x=2\pi\int_0^\infty\!\!\int_{-1}^{1} g(r,u)\,r^2\,du\,dr .$$

```lean
/-- The integral over space of an axially symmetric function of `r` and `u = cos θ`. -/
def space (g : ℝ → ℝ → ℝ) : ℝ :=
  2 * π * ∫ r in Ioi (0 : ℝ), ∫ u in (-1 : ℝ)..1, g r u * r ^ 2
```

The 1s orbital is $\psi=e^{-r}/\sqrt\pi$.

```lean
/-- The hydrogen 1s orbital in atomic units. -/
def ground (r _u : ℝ) : ℝ := exp (-r) / √π
```

Since $z=ru$, the added function, left unnormalised, is $\varphi=ru\,e^{-sr}$.

```lean
/-- The polarization function `z exp(-s r)`, with `z = r u`. -/
def trial (s r u : ℝ) : ℝ := r * u * exp (-s * r)
```

The squared norm is $\langle f,f\rangle=\int f^2\,d^3x$.

```lean
/-- The squared norm of a real axially symmetric orbital. -/
def normSq (f : ℝ → ℝ → ℝ) : ℝ := space fun r u => f r u ^ 2
```

The Hamiltonian $H$, with a fixed point nucleus, enters only through its quadratic form

$$\langle f,Hf\rangle=\int\Big[\tfrac12\Big(f_r^2+\frac{1-u^2}{r^2}f_u^2\Big)-\frac{f^2}{r}\Big]d^3x .$$

The spherical form of the gradient is part of the definition, not derived from Cartesian coordinates.

```lean
/-- The hydrogen energy form: half the squared gradient in spherical coordinates, plus the
nuclear attraction (integrand used for `r > 0`). -/
def energy (f : ℝ → ℝ → ℝ) : ℝ := space fun r u =>
  (deriv (fun x => f x u) r ^ 2 + (1 - u ^ 2) / r ^ 2 * deriv (f r) u ^ 2) / 2 - f r u ^ 2 / r
```

The field couples $f$ to $\psi$ through $N=\langle f,z\psi\rangle$.

```lean
/-- The transition dipole along `z` between `f` and the 1s orbital. -/
def dipole (f : ℝ → ℝ → ℝ) : ℝ := space fun r u => f r u * (r * u * ground r u)
```

With $D=\langle f,(H+\tfrac12)f\rangle$, the one-function polarizability is $2N^2/D$. The $\tfrac12$ is minus the 1s energy.

```lean
/-- The one-function polarizability, for `f` with nonzero form of `H + 1/2`. -/
def polarizability (f : ℝ → ℝ → ℝ) : ℝ := 2 * dipole f ^ 2 / (energy f + normSq f / 2)
```

## The integrals

For $a>0$, $\int_0^\infty r^n e^{-ar}dr=n!/a^{n+1}$, from the Gamma function. Integrability follows because Lean gives a non-integrable function the integral zero, whereas this value is positive.

```lean
/-- For `a > 0`, `r^n exp(-a r)` is integrable on the half-line, with integral `n!/a^(n+1)`. -/
theorem radial_moment (n : ℕ) {a : ℝ} (ha : 0 < a) :
    Integrable (fun r : ℝ => r ^ n * exp (-a * r)) (volume.restrict (Ioi 0)) ∧
      ∫ r in Ioi (0 : ℝ), r ^ n * exp (-a * r) = (n.factorial : ℝ) / a ^ (n + 1) := by
  have h1 := Real.integral_rpow_mul_exp_neg_mul_Ioi (a := (n : ℝ) + 1) (r := a)
    (by positivity) ha
  rw [Real.Gamma_nat_eq_factorial, add_sub_cancel_right,
    show (n : ℝ) + 1 = ((n + 1 : ℕ) : ℝ) by norm_num] at h1
  simp only [Real.rpow_natCast] at h1
  have hI : ∫ r in Ioi (0 : ℝ), r ^ n * exp (-a * r) = (n.factorial : ℝ) / a ^ (n + 1) := by
    simp only [neg_mul]
    rw [h1]
    ring
  refine ⟨by_contra fun hn => ?_, hI⟩
  rw [integral_undef hn] at hI
  exact absurd hI (ne_of_lt (by positivity))
```

Suppose $g\,r^2=\big(br+cr^2+(dr^3+er^4)u^2\big)e^{-ar}$. Since $\int_{-1}^1(A+Bu^2)\,du=2A+\tfrac23B$, the four radial moments give

$$\int g\,d^3x=4\pi\Big(\frac b{a^2}+\frac{2c}{a^3}+\frac{2d}{a^4}+\frac{8e}{a^5}\Big).$$

Each later integral only needs its coefficients.

```lean
/-- The space integral of a function that, times `r²`, is
`(b r + c r² + (d r³ + e r⁴) cos² θ) exp(-a r)` with `a > 0`. -/
theorem space_eq {g : ℝ → ℝ → ℝ} {a : ℝ} (ha : 0 < a) (b c d e : ℝ)
    (h : ∀ r u, 0 < r → g r u * r ^ 2 =
      (b * r + c * r ^ 2 + (d * r ^ 3 + e * r ^ 4) * u ^ 2) * exp (-a * r)) :
    space g = 4 * π * (b / a ^ 2 + 2 * c / a ^ 3 + 2 * d / a ^ 4 + 8 * e / a ^ 5) := by
  have hu (A B : ℝ) : ∫ u in (-1 : ℝ)..1, (A + B * u ^ 2) = 2 * A + 2 / 3 * B := by
    rw [intervalIntegral.integral_add
      ((by fun_prop : Continuous fun _ : ℝ => A).intervalIntegrable _ _)
      ((by fun_prop : Continuous fun u : ℝ => B * u ^ 2).intervalIntegrable _ _),
      intervalIntegral.integral_const, intervalIntegral.integral_const_mul, integral_pow,
      smul_eq_mul]
    push_cast
    ring
  obtain ⟨i1, m1⟩ := radial_moment 1 ha
  obtain ⟨i2, m2⟩ := radial_moment 2 ha
  obtain ⟨i3, m3⟩ := radial_moment 3 ha
  obtain ⟨i4, m4⟩ := radial_moment 4 ha
  -- the angular integral leaves four radial moments
  have hr : ∫ r in Ioi (0 : ℝ), ∫ u in (-1 : ℝ)..1, g r u * r ^ 2 =
      ∫ r in Ioi (0 : ℝ), ((2 * b * (r ^ 1 * exp (-a * r)) + 2 * c * (r ^ 2 * exp (-a * r))) +
        (2 * d / 3 * (r ^ 3 * exp (-a * r)) + 2 * e / 3 * (r ^ 4 * exp (-a * r)))) := by
    refine setIntegral_congr_fun measurableSet_Ioi fun r hr => ?_
    have hg (u : ℝ) : g r u * r ^ 2 = (b * r + c * r ^ 2) * exp (-a * r) +
        (d * r ^ 3 + e * r ^ 4) * exp (-a * r) * u ^ 2 := by
      rw [h r u hr]
      ring
    simp only [hg, hu]
    ring
  have h12 : Integrable (fun r : ℝ => 2 * b * (r ^ 1 * exp (-a * r)) +
      2 * c * (r ^ 2 * exp (-a * r))) (volume.restrict (Ioi 0)) :=
    (i1.const_mul _).add (i2.const_mul _)
  have h34 : Integrable (fun r : ℝ => 2 * d / 3 * (r ^ 3 * exp (-a * r)) +
      2 * e / 3 * (r ^ 4 * exp (-a * r))) (volume.restrict (Ioi 0)) :=
    (i3.const_mul _).add (i4.const_mul _)
  rw [space, hr, integral_add h12 h34, integral_add (i1.const_mul _) (i2.const_mul _),
    integral_add (i3.const_mul _) (i4.const_mul _), integral_const_mul, integral_const_mul,
    integral_const_mul, integral_const_mul, m1, m2, m3, m4,
    show Nat.factorial 1 = 1 from rfl, show Nat.factorial 2 = 2 from rfl,
    show Nat.factorial 3 = 6 from rfl, show Nat.factorial 4 = 24 from rfl]
  push_cast
  ring
```

For $\psi$, $a=2$. The norm has $c=1/\pi$, which gives $1$. As $\psi_r=-\psi$, the energy has $b=-1/\pi$ and $c=1/(2\pi)$, which gives $-1+\tfrac12=-\tfrac12$.

```lean
/-- The 1s orbital is normalized and has energy `-1/2`. -/
theorem ground_state : normSq ground = 1 ∧ energy ground = -1 / 2 := by
  have hq (r u : ℝ) : ground r u ^ 2 = exp (-2 * r) / π := by
    rw [ground, div_pow, Real.sq_sqrt pi_pos.le, ← Real.exp_nat_mul]
    congr 2
    push_cast
    ring
  have hd (r u : ℝ) : deriv (fun x => ground x u) r = -ground r u :=
    (((hasDerivAt_neg r).exp.div_const (√π)).congr_deriv (by rw [ground]; ring)).deriv
  have h0 (r u : ℝ) : deriv (ground r) u = 0 := deriv_const u (exp (-r) / √π)
  have hp : π⁻¹ * π = 1 := inv_mul_cancel₀ pi_ne_zero
  constructor
  · rw [normSq, space_eq (a := 2) (by norm_num) 0 (1 / π) 0 0]
    · linear_combination hp
    · intro r u _
      simp only [hq]
      ring
  · rw [energy, space_eq (a := 2) (by norm_num) (-1 / π) (1 / (2 * π)) 0 0]
    · linear_combination (-1 / 2) * hp
    · intro r u hr
      have h1 : r * r⁻¹ = 1 := mul_inv_cancel₀ hr.ne'
      simp only [hd, h0, neg_sq, hq]
      linear_combination (-(exp (-2 * r) / π) * r) * h1
```

For $\varphi$, $\varphi_r=u(1-sr)e^{-sr}$ and $\varphi_u=re^{-sr}$, so the squared gradient is $[1+u^2(s^2r^2-2sr)]e^{-2sr}$. The energy has $a=2s$, $c=\tfrac12$, $d=-(s+1)$, $e=s^2/2$. The norm has $a=2s$, $e=1$; the dipole has $a=1+s$, $e=1/\sqrt\pi$. Hence

$$\langle\varphi,\varphi\rangle=\frac{\pi}{s^5},\quad \langle\varphi,H\varphi\rangle=\frac{\pi(s^2-s)}{2s^5},\quad \langle\varphi,z\psi\rangle=\frac{32\sqrt\pi}{(1+s)^5}.$$

```lean
/-- For `s > 0`, the squared norm, energy form and transition dipole of `z exp(-s r)`. -/
theorem trial_integrals {s : ℝ} (hs : 0 < s) :
    normSq (trial s) = π / s ^ 5 ∧ energy (trial s) = π * (s ^ 2 - s) / (2 * s ^ 5) ∧
      dipole (trial s) = 32 * √π / (1 + s) ^ 5 := by
  have hE (r : ℝ) : exp (-s * r) ^ 2 = exp (-(2 * s) * r) := by
    rw [← Real.exp_nat_mul]
    congr 1
    push_cast
    ring
  have hd (r u : ℝ) : deriv (fun x => trial s x u) r = u * (1 - s * r) * exp (-s * r) :=
    ((((hasDerivAt_id' r).mul_const u).fun_mul
      ((hasDerivAt_id' r).const_mul (-s)).exp).congr_deriv (by ring)).deriv
  have hu (r u : ℝ) : deriv (trial s r) u = r * exp (-s * r) :=
    ((((hasDerivAt_id' u).const_mul r).mul_const (exp (-s * r))).congr_deriv (by ring)).deriv
  refine ⟨?_, ?_, ?_⟩
  · rw [normSq, space_eq (a := 2 * s) (by positivity) 0 0 0 1]
    · ring
    · intro r u _
      simp only [trial, mul_pow, hE]
      ring
  · rw [energy, space_eq (a := 2 * s) (by positivity) 0 (1 / 2) (-(s + 1)) (s ^ 2 / 2)]
    · field_simp
      ring
    · intro r u hr
      have h1 : r * r⁻¹ = 1 := mul_inv_cancel₀ hr.ne'
      simp only [hd, hu]
      simp only [trial, mul_pow, hE]
      linear_combination ((1 - u ^ 2) / 2 * exp (-(2 * s) * r) * r ^ 2 * (r * r⁻¹ + 1) -
        exp (-(2 * s) * r) * u ^ 2 * r ^ 3) * h1
  · have hp : (√π)⁻¹ * π = √π := by rw [inv_mul_eq_div, Real.div_sqrt]
    rw [dipole, space_eq (a := 1 + s) (by positivity) 0 0 0 (1 / √π)]
    · generalize 1 + s = t
      linear_combination (32 / t ^ 5) * hp
    · intro r u _
      have h : exp (-(1 + s) * r) = exp (-s * r) * exp (-r) := by
        rw [← Real.exp_add]
        congr 1
        ring
      simp only [trial, ground, h]
      ring
```

## From the second-order energy to the quotient

A field $F$ adds $Fz$ to $H$. Take $\psi+Fc\,f$ with $f$ odd in $z$. The $F^2$ term of its energy, the expectation value divided by the squared norm, is

$$c^2D+2cN=-\frac{N^2}{D}+\frac{(cD+N)^2}{D}.$$

For $D>0$ the minimum is $-N^2/D=-\alpha/2$, at $c=-N/D$. `IsLeast` says that this value is attained and is a lower bound. The theorem takes the functional as given and minimises over $c$.

```lean
/-- If the form of `H + 1/2` is positive at `f`, the least value over amplitudes `c` of the
second-order energy functional at `c f` is minus half the polarizability. -/
theorem second_order_minimum (f : ℝ → ℝ → ℝ) (hf : 0 < energy f + normSq f / 2) :
    IsLeast (range fun c : ℝ => c ^ 2 * (energy f + normSq f / 2) + 2 * c * dipole f)
      (-polarizability f / 2) := by
  unfold polarizability
  generalize energy f + normSq f / 2 = D at *
  generalize dipole f = N
  -- complete the square in the amplitude
  have key (c : ℝ) : c ^ 2 * D + 2 * c * N = -(2 * N ^ 2 / D) / 2 + (c * D + N) ^ 2 / D := by
    field_simp
    ring
  constructor
  · refine ⟨-N / D, ?_⟩
    have h0 : -N / D * D + N = 0 := by rw [div_mul_cancel₀ _ hf.ne']; ring
    simp only [key, h0]
    ring
  · rintro _ ⟨c, rfl⟩
    have h : 0 ≤ (c * D + N) ^ 2 / D := by positivity
    simp only [key]
    linarith
```

For $\varphi$, $D=\pi(s^2-s+1)/(2s^5)$, which is positive. Inserting it and $N^2=1024\pi/(1+s)^{10}$ in $2N^2/D$ gives the formula.

```lean
/-- The polarizability of hydrogen 1s obtained from the single function `z exp(-s r)`, `s > 0`. -/
theorem polarizability_trial {s : ℝ} (hs : 0 < s) :
    polarizability (trial s) = 4096 * s ^ 5 / ((1 + s) ^ 10 * (s ^ 2 - s + 1)) := by
  obtain ⟨hn, he, hd⟩ := trial_integrals hs
  have hq : s ^ 2 - s + 1 ≠ 0 := by nlinarith [sq_nonneg (s - 1 / 2)]
  have ht : 1 + s ≠ 0 := by positivity
  have hD : π * (s ^ 2 - s) / (2 * s ^ 5) + π / s ^ 5 / 2 =
      π * (s ^ 2 - s + 1) / (2 * s ^ 5) := by ring
  rw [polarizability, hn, he, hd, hD, div_pow, mul_pow, Real.sq_sqrt pi_pos.le]
  generalize s ^ 2 - s + 1 = q at *
  generalize 1 + s = t at *
  field_simp
  norm_num
```

In a finite-field calculation the same number comes from a $2\times2$ matrix. At $s=1$ the normalised function $\varphi/\sqrt\pi$ has energy $0$ and transition dipole $1$, so the matrix is

$$\begin{pmatrix}-\tfrac12&F\\F&0\end{pmatrix},\qquad E=-\tfrac14-\sqrt{\tfrac1{16}+F^2}\approx-\tfrac12-2F^2 .$$

Thus $\alpha=4$, as the formula gives: $4096/1024$.

## The bound for every exponent

Expand $(1+s)^{10}=\big(4s+(1-s)^2\big)^5$ and keep two of its nonnegative terms:

$$(1+s)^{10}\ge256\,s^4(5s^2-6s+5).$$

It remains to show $(5s^2-6s+5)(s^2-s+1)>\tfrac{32}9s$. The difference of the two sides is

$$5\big(s^2-\tfrac{11}{10}s+\tfrac6{25}\big)^2+\tfrac{151}{20}\big(s-\tfrac{5362}{6795}\big)^2+\delta,\qquad \delta>0.01 .$$

These are the squares handed to `nlinarith`. The other two claims are evaluations: $\alpha(1/2)\approx2.96$ and $\alpha(4/5)\approx4.48$.

```lean
/-- The one-function polarizability is below `9/2` for every exponent `s > 0`, below `3` at
`s = 1/2`, and above `4` at `s = 4/5`. -/
theorem polarizability_bounds :
    (∀ s : ℝ, 0 < s → polarizability (trial s) < 9 / 2) ∧
      polarizability (trial (1 / 2)) < 3 ∧ 4 < polarizability (trial (4 / 5)) := by
  refine ⟨fun s hs => ?_, ?_, ?_⟩
  · have hq : 0 < s ^ 2 - s + 1 := by nlinarith [sq_nonneg (s - 1 / 2)]
    -- two terms of the fifth power of (1+s)² = 4s + (1-s)²
    have h1 : 256 * s ^ 4 * (5 * s ^ 2 - 6 * s + 5) ≤ (1 + s) ^ 10 := by
      have h : 0 ≤ 10 * (4 * s) ^ 3 * (1 - s) ^ 4 + 10 * (4 * s) ^ 2 * (1 - s) ^ 6 +
          5 * (4 * s) * (1 - s) ^ 8 + (1 - s) ^ 10 := by positivity
      linarith
    have h2 : 32 / 9 * s < (5 * s ^ 2 - 6 * s + 5) * (s ^ 2 - s + 1) := by
      nlinarith [sq_nonneg (s ^ 2 - 11 / 10 * s + 6 / 25), sq_nonneg (s - 5362 / 6795)]
    have h3 := mul_lt_mul_of_pos_left h2 (pow_pos hs 4)
    have h4 := mul_le_mul_of_nonneg_right h1 hq.le
    rw [polarizability_trial hs, div_lt_iff₀ (mul_pos (by positivity) hq)]
    nlinarith [h3, h4]
  · rw [polarizability_trial (by norm_num)]
    norm_num
  · rw [polarizability_trial (by norm_num)]
    norm_num

end

end HydrogenPolarizationExponent
```

```lean
#print axioms HydrogenPolarizationExponent.ground_state
-- 'HydrogenPolarizationExponent.ground_state' depends on axioms: [propext, Classical.choice, Quot.sound]
#print axioms HydrogenPolarizationExponent.second_order_minimum
-- 'HydrogenPolarizationExponent.second_order_minimum' depends on axioms: [propext, Classical.choice, Quot.sound]
#print axioms HydrogenPolarizationExponent.polarizability_bounds
-- 'HydrogenPolarizationExponent.polarizability_bounds' depends on axioms: [propext, Classical.choice, Quot.sound]
```
